# 1/v absorption at threshold for a Breit–Wigner s-wave resonance with neutron width proportional to k and constant absorption width

Let k > 0 be the wave number of a slow neutron, E its energy and E0 the energy of one nuclear resonance. The resonance has a neutron width g > 0, for re-emission of the neutron, and an absorption width h > 0, for everything that removes it. I write the s-wave amplitude as

f = −(g/(2k)) / (E − E0 + i(g + h)/2),

take (4π/k) Im f as the total cross-section and 4π|f|² as the elastic one, and call the difference absorption. I believe this gives

σ_abs = πgh / (k²((E − E0)² + (g + h)²/4)),

and that with g = 2ck and E = dk², where c, d > 0 and h is constant, k σ_abs has a finite positive limit as k → 0⁺. That would be the 1/v law. Can both statements be made rigorous, with a proof that a machine has checked?

## Absorption as total minus elastic

Yes, and the limit can be given explicitly. Write

D = (E − E0)² + (g + h)²/4

for the squared modulus of the denominator of f. Multiplying numerator and denominator by the complex conjugate gives

f = −(g/(2k)) (E − E0 − i(g + h)/2) / D.

The imaginary part and the squared modulus follow:

Im f = g(g + h) / (4kD)

|f|² = g² / (4k²D).

The total and elastic cross-sections are therefore

σ_tot = (4π/k) Im f = πg(g + h) / (k²D)

σ_el = 4π|f|² = πg² / (k²D).

In the difference the g² terms cancel, and σ_abs = πgh/(k²D) remains.

The same quantity measures the flux missing from the outgoing wave. With S = 1 + 2ikf, for any complex f,

|S|² = 1 − 4k Im f + 4k²|f|²,

so that

(π/k²)(1 − |S|²) = (4π/k) Im f − 4π|f|² = σ_abs.

There is also an upper bound. Since (g + h)²/4 − gh = (g − h)²/4,

π/k² − σ_abs = π(D − gh)/(k²D) = π((E − E0)² + (g − h)²/4) / (k²D) ≥ 0.

Equality requires both squares to vanish, that is, E = E0 and g = h. At that point S = 0, and the complete wave has no outgoing s-wave part. The elastic cross-section does not vanish there: it also equals π/k², because f measures the change from the undisturbed incident wave.

## The limit of slow neutrons

Now put g = 2ck and E = dk². The denominator becomes a function of k alone,

D(k) = (dk² − E0)² + (2ck + h)²/4,

which is a polynomial in k and tends to D(0) = E0² + h²/4. This is positive because h > 0. For k > 0 the powers of k cancel:

k σ_abs = k · π(2ck)h / (k²D(k)) = 2πch / D(k) → 2πch / (E0² + h²/4)

σ_el = π(2ck)² / (k²D(k)) = 4πc² / D(k) → 4πc² / (E0² + h²/4).

Both limits are positive. Since σ_abs is 1/k times a quantity with a positive limit, it grows without bound, while elastic scattering stays finite. The velocity of a non-relativistic neutron is proportional to k, so 1/k behaviour is 1/v behaviour.

The case E0 = 0, a resonance exactly at threshold, is included: k σ_abs then tends to 8πc/h. At the other extreme, h = 0 with g > 0 gives σ_abs = 0 and |S| = 1 for every k > 0, which is purely elastic scattering.

## What the definitions and theorems say

In the Lean file, `amplitude g h E0 E k` is f, a complex number built from five real parameters, and `resonanceDenom g h E0 E` is D. The functions `totalCrossSection`, `elasticCrossSection` and `absorptionCrossSection` accept any complex amplitude, and `sMatrix k f` is S. All quantities are plain real or complex numbers, so the widths and energies must share one unit, and cross-sections come out in the square of the length unit whose inverse measures k.

The closed formula is `breitWigner_absorption`, stated as a product:

σ_abs · k²D = πgh.

It assumes only k ≠ 0 and g + h ≠ 0, which your positive values satisfy; dividing by k²D then gives your quotient. The product form gives these two conditions real work, because Lean sets division by zero to zero and the quotient would hold there for no physical reason. `total_and_elastic` states the two other cross-sections in the same way, and `absorption_le_and_eq_iff` contains the bound and its equality case.

The threshold law is `one_over_v_law`. Its `Tendsto` statement, with the filter `𝓝[>] 0`, means convergence as k approaches zero through positive values, and its second half says that the limit is positive. It needs c > 0 and h > 0, while d and E0 may be any real numbers. A negative E0, describing a level just below threshold, is therefore allowed. `absorption_diverges` and `elastic_threshold` treat the two cross-sections separately, again for c > 0 and h > 0.

Several physical inputs are assumed. The optical theorem enters as the definition of the total cross-section, and the resonance form of f is not derived from a Hamiltonian. The relation g = 2ck represents the s-wave penetrability: with no centrifugal or Coulomb barrier, the rate at which the resonance re-emits a slow neutron is proportional to k. The constant c measures how strongly the resonance couples to the neutron channel. A constant h is reasonable for radiative capture, where the energy released is far larger than the incident energy. The relation E = dk² is the kinetic energy of the relative motion of neutron and nucleus, with d = ħ²/(2m) for reduced mass m and reduced Planck constant ħ; k and E are then the wave number and energy in the centre-of-mass frame. The model has a single level and no spin weights, potential scattering, higher partial waves or thermal motion of the nuclei.

The definitions could also start from the scattering matrix element, with

S = 1 − ig / (E − E0 + i(g + h)/2)

and absorption defined as (π/k²)(1 − |S|²). Absorption would then be lost flux from the outset, and the optical theorem would become a consequence once the total is defined as elastic plus absorption. The values would not change: `absorption_eq_unitarity_defect` proves that the two expressions for absorption agree for every amplitude when k ≠ 0.

In neutron diffraction, absorption corrections commonly scale a tabulated cross-section in proportion to wavelength; for one isolated resonance with constant h, the theorem supports this scaling in the limit of small k.

```lean
import Mathlib

open Filter Topology
open scoped Real

namespace NeutronResonanceAbsorption

noncomputable section

/-- The resonance denominator `(E - E0)² + (g + h)²/4` for neutron width `g` and
absorption width `h`. -/
def resonanceDenom (g h E0 E : ℝ) : ℝ := (E - E0) ^ 2 + (g + h) ^ 2 / 4

/-- The single-level s-wave amplitude `-(g/(2k)) / (E - E0 + i(g + h)/2)`. -/
def amplitude (g h E0 E k : ℝ) : ℂ :=
  -((g / (2 * k) : ℝ) : ℂ) / (((E - E0 : ℝ) : ℂ) + (((g + h) / 2 : ℝ) : ℂ) * Complex.I)

/-- The total cross-section `(4π/k) Im f` given by the optical theorem. -/
def totalCrossSection (k : ℝ) (f : ℂ) : ℝ := 4 * π / k * f.im

/-- The elastic cross-section `4π|f|²` of an isotropic amplitude. -/
def elasticCrossSection (f : ℂ) : ℝ := 4 * π * ‖f‖ ^ 2

/-- The absorption cross-section: total minus elastic. -/
def absorptionCrossSection (k : ℝ) (f : ℂ) : ℝ :=
  totalCrossSection k f - elasticCrossSection f

/-- The s-wave scattering matrix element `S = 1 + 2ikf`. -/
def sMatrix (k : ℝ) (f : ℂ) : ℂ := 1 + 2 * Complex.I * (k : ℂ) * f

/-- For any s-wave amplitude, the absorption cross-section is `π/k²` times the
unitarity defect `1 - |S|²`. -/
theorem absorption_eq_unitarity_defect {k : ℝ} (hk : k ≠ 0) (f : ℂ) :
    absorptionCrossSection k f = π / k ^ 2 * (1 - ‖sMatrix k f‖ ^ 2) := by
  have hS : ‖sMatrix k f‖ ^ 2 = 1 - 4 * k * f.im + 4 * k ^ 2 * ‖f‖ ^ 2 := by
    rw [← Complex.normSq_eq_norm_sq, ← Complex.normSq_eq_norm_sq,
      Complex.normSq_apply, Complex.normSq_apply]
    simp only [sMatrix, Complex.add_re, Complex.add_im, Complex.one_re, Complex.one_im,
      Complex.mul_re, Complex.mul_im, Complex.re_ofNat, Complex.im_ofNat, Complex.I_re,
      Complex.I_im, Complex.ofReal_re, Complex.ofReal_im]
    ring
  rw [hS, absorptionCrossSection, totalCrossSection, elasticCrossSection]
  field_simp
  ring

/-- The resonance denominator is positive when the total width is nonzero. -/
theorem resonanceDenom_pos {g h : ℝ} (hw : g + h ≠ 0) (E0 E : ℝ) :
    0 < resonanceDenom g h E0 E := by
  have h2 : 0 < (g + h) ^ 2 := lt_of_le_of_ne (sq_nonneg _) (Ne.symm (pow_ne_zero 2 hw))
  unfold resonanceDenom
  linarith [sq_nonneg (E - E0)]

/-- Multiplied by `k²((E - E0)² + (g + h)²/4)`, the total cross-section of the resonance
is `πg(g + h)` and the elastic one is `πg²`. -/
theorem total_and_elastic {g h k : ℝ} (hk : k ≠ 0) (hw : g + h ≠ 0) (E0 E : ℝ) :
    totalCrossSection k (amplitude g h E0 E k) * (k ^ 2 * resonanceDenom g h E0 E)
        = π * g * (g + h) ∧
      elasticCrossSection (amplitude g h E0 E k) * (k ^ 2 * resonanceDenom g h E0 E)
        = π * g ^ 2 := by
  have hD := (resonanceDenom_pos hw E0 E).ne'
  have hsq : (E - E0) ^ 2 + ((g + h) / 2) ^ 2 = resonanceDenom g h E0 E := by
    unfold resonanceDenom
    ring
  -- imaginary part and squared modulus of the amplitude
  have him : (amplitude g h E0 E k).im
      = g / (2 * k) * ((g + h) / 2) / resonanceDenom g h E0 E := by
    rw [amplitude, Complex.div_im, Complex.normSq_add_mul_I, hsq]
    simp only [Complex.neg_re, Complex.neg_im, Complex.add_re, Complex.add_im,
      Complex.mul_re, Complex.mul_im, Complex.I_re, Complex.I_im, Complex.ofReal_re,
      Complex.ofReal_im]
    ring
  have hnorm : ‖amplitude g h E0 E k‖ ^ 2
      = (g / (2 * k)) ^ 2 / resonanceDenom g h E0 E := by
    rw [← Complex.normSq_eq_norm_sq, amplitude, map_div₀, Complex.normSq_neg,
      Complex.normSq_ofReal, Complex.normSq_add_mul_I, hsq]
    ring
  constructor
  · rw [totalCrossSection, him]
    first
      | (field_simp; done)
      | (field_simp; ring)
  · rw [elasticCrossSection, hnorm]
    first
      | (field_simp; done)
      | (field_simp; ring)

/-- Breit-Wigner absorption formula: the absorption cross-section times
`k²((E - E0)² + (g + h)²/4)` equals `πgh`. -/
theorem breitWigner_absorption {g h k : ℝ} (hk : k ≠ 0) (hw : g + h ≠ 0) (E0 E : ℝ) :
    absorptionCrossSection k (amplitude g h E0 E k) * (k ^ 2 * resonanceDenom g h E0 E)
      = π * g * h := by
  obtain ⟨h1, h2⟩ := total_and_elastic hk hw E0 E
  unfold absorptionCrossSection
  linear_combination h1 - h2

/-- Resonant absorption is at most `π/k²`, and this value is reached exactly when
`E = E0` and the neutron and absorption widths are equal. -/
theorem absorption_le_and_eq_iff {g h k : ℝ} (hk : k ≠ 0) (hw : g + h ≠ 0) (E0 E : ℝ) :
    absorptionCrossSection k (amplitude g h E0 E k) ≤ π / k ^ 2 ∧
      (absorptionCrossSection k (amplitude g h E0 E k) = π / k ^ 2 ↔ E = E0 ∧ g = h) := by
  have hD := resonanceDenom_pos hw E0 E
  have hK : 0 < k ^ 2 * resonanceDenom g h E0 E := by positivity
  -- the distance to the bound is a sum of squares
  have key : π / k ^ 2 * (k ^ 2 * resonanceDenom g h E0 E)
      - absorptionCrossSection k (amplitude g h E0 E k) * (k ^ 2 * resonanceDenom g h E0 E)
      = π * ((E - E0) ^ 2 + (g - h) ^ 2 / 4) := by
    have e : π / k ^ 2 * (k ^ 2 * resonanceDenom g h E0 E)
        = π * resonanceDenom g h E0 E := by field_simp
    rw [e, breitWigner_absorption hk hw]
    unfold resonanceDenom
    ring
  refine ⟨?_, ?_, ?_⟩
  · have nn : 0 ≤ π * ((E - E0) ^ 2 + (g - h) ^ 2 / 4) := by positivity
    exact le_of_mul_le_mul_right (by linarith) hK
  · intro heq
    rw [heq, sub_self] at key
    have z : (E - E0) ^ 2 + (g - h) ^ 2 / 4 = 0 :=
      (mul_eq_zero.mp key.symm).resolve_left Real.pi_ne_zero
    have z1 : (E - E0) ^ 2 = 0 := by linarith [sq_nonneg (E - E0), sq_nonneg (g - h)]
    have z2 : (g - h) ^ 2 = 0 := by linarith
    exact ⟨sub_eq_zero.mp (pow_eq_zero_iff two_ne_zero |>.mp z1),
      sub_eq_zero.mp (pow_eq_zero_iff two_ne_zero |>.mp z2)⟩
  · rintro ⟨hE, hg⟩
    have z : π * ((E - E0) ^ 2 + (g - h) ^ 2 / 4) = 0 := by
      rw [hE, hg]
      ring
    exact mul_right_cancel₀ hK.ne' (by linarith)

/-- With `g = 2ck` and `E = dk²`, the resonance denominator tends to `E0² + h²/4`
as `k` tends to zero from above. -/
theorem resonanceDenom_threshold (c d h E0 : ℝ) :
    Tendsto (fun k : ℝ => resonanceDenom (2 * c * k) h E0 (d * k ^ 2)) (𝓝[>] 0)
      (𝓝 (E0 ^ 2 + h ^ 2 / 4)) := by
  have hc : Continuous (fun k : ℝ => resonanceDenom (2 * c * k) h E0 (d * k ^ 2)) := by
    unfold resonanceDenom
    fun_prop
  exact (hc.tendsto' 0 _ (by unfold resonanceDenom; ring)).mono_left nhdsWithin_le_nhds

/-- The `1/v` law: with `g = 2ck` and `E = dk²`, `k` times the absorption cross-section
tends to the positive value `2πch/(E0² + h²/4)` as `k` tends to zero from above. -/
theorem one_over_v_law {c h : ℝ} (hc : 0 < c) (hh : 0 < h) (d E0 : ℝ) :
    Tendsto (fun k : ℝ =>
        k * absorptionCrossSection k (amplitude (2 * c * k) h E0 (d * k ^ 2) k))
      (𝓝[>] 0) (𝓝 (2 * π * c * h / (E0 ^ 2 + h ^ 2 / 4))) ∧
      0 < 2 * π * c * h / (E0 ^ 2 + h ^ 2 / 4) := by
  have h0 : 0 < E0 ^ 2 + h ^ 2 / 4 := by positivity
  refine ⟨?_, by positivity⟩
  refine (tendsto_const_nhds.div (resonanceDenom_threshold c d h E0) h0.ne').congr' ?_
  filter_upwards [self_mem_nhdsWithin] with k hk
  have hk : 0 < k := hk
  have hw : 2 * c * k + h ≠ 0 := by positivity
  -- one power of k cancels against the neutron width
  symm
  change _ = 2 * π * c * h / resonanceDenom (2 * c * k) h E0 (d * k ^ 2)
  rw [eq_div_iff (resonanceDenom_pos hw E0 (d * k ^ 2)).ne']
  apply mul_left_cancel₀ hk.ne'
  linear_combination breitWigner_absorption hk.ne' hw E0 (d * k ^ 2)

/-- With `g = 2ck` and `E = dk²`, the absorption cross-section itself grows without
bound as `k` tends to zero from above. -/
theorem absorption_diverges {c h : ℝ} (hc : 0 < c) (hh : 0 < h) (d E0 : ℝ) :
    Tendsto (fun k : ℝ =>
        absorptionCrossSection k (amplitude (2 * c * k) h E0 (d * k ^ 2) k))
      (𝓝[>] 0) atTop := by
  obtain ⟨hL, hpos⟩ := one_over_v_law hc hh d E0
  refine (hL.pos_mul_atTop hpos tendsto_inv_nhdsGT_zero).congr' ?_
  filter_upwards [self_mem_nhdsWithin] with k hk
  have hk : k ≠ 0 := ne_of_gt hk
  field_simp

/-- With `g = 2ck` and `E = dk²`, the elastic cross-section tends to the positive value
`4πc²/(E0² + h²/4)` as `k` tends to zero from above. -/
theorem elastic_threshold {c h : ℝ} (hc : 0 < c) (hh : 0 < h) (d E0 : ℝ) :
    Tendsto (fun k : ℝ => elasticCrossSection (amplitude (2 * c * k) h E0 (d * k ^ 2) k))
      (𝓝[>] 0) (𝓝 (4 * π * c ^ 2 / (E0 ^ 2 + h ^ 2 / 4))) ∧
      0 < 4 * π * c ^ 2 / (E0 ^ 2 + h ^ 2 / 4) := by
  have h0 : 0 < E0 ^ 2 + h ^ 2 / 4 := by positivity
  refine ⟨?_, by positivity⟩
  refine (tendsto_const_nhds.div (resonanceDenom_threshold c d h E0) h0.ne').congr' ?_
  filter_upwards [self_mem_nhdsWithin] with k hk
  have hk : 0 < k := hk
  have hw : 2 * c * k + h ≠ 0 := by positivity
  symm
  change _ = 4 * π * c ^ 2 / resonanceDenom (2 * c * k) h E0 (d * k ^ 2)
  rw [eq_div_iff (resonanceDenom_pos hw E0 (d * k ^ 2)).ne']
  apply mul_left_cancel₀ (pow_ne_zero 2 hk.ne')
  linear_combination (total_and_elastic hk.ne' hw E0 (d * k ^ 2)).2

end

end NeutronResonanceAbsorption
```

```lean
#print axioms NeutronResonanceAbsorption.breitWigner_absorption
-- 'NeutronResonanceAbsorption.breitWigner_absorption' depends on axioms: [propext, Classical.choice, Quot.sound]
#print axioms NeutronResonanceAbsorption.absorption_le_and_eq_iff
-- 'NeutronResonanceAbsorption.absorption_le_and_eq_iff' depends on axioms: [propext, Classical.choice, Quot.sound]
#print axioms NeutronResonanceAbsorption.absorption_diverges
-- 'NeutronResonanceAbsorption.absorption_diverges' depends on axioms: [propext, Classical.choice, Quot.sound]
#print axioms NeutronResonanceAbsorption.elastic_threshold
-- 'NeutronResonanceAbsorption.elastic_threshold' depends on axioms: [propext, Classical.choice, Quot.sound]
```

## From the complex amplitude to the limits

`absorption_eq_unitarity_defect` first proves the expansion of |S|² as `hS`. It writes the squared norms as sums of squares of real and imaginary parts, and `ring` compares the resulting polynomials. Clearing the factor k then gives the identity.

`resonanceDenom_pos` shows D > 0: the square of the nonzero total width is positive, and (E − E0)² is not negative. This permits every later division by D.

The complex arithmetic is in `total_and_elastic`. The intermediate result `him` is the formula for Im f, and `hnorm` is the one for |f|². Both use `Complex.normSq_add_mul_I`, which evaluates the squared modulus of a number x + iy as x² + y². Inserting them into the definitions and clearing denominators gives the two product formulas. In `breitWigner_absorption`, the step `linear_combination h1 - h2` is the subtraction of elastic from total.

For the bound, `key` expresses the distance between π/k² and σ_abs, multiplied by k²D, as π((E − E0)² + (g − h)²/4). This is nonnegative, and cancelling the positive factor k²D yields the inequality. If equality holds, the sum of squares is zero, so each square is zero; conversely, E = E0 and g = h make the distance vanish.

`resonanceDenom_threshold` supplies the limit of D(k). The tactic `fun_prop` establishes continuity, the value at k = 0 is computed, and the two-sided limit is restricted to positive k.

In `one_over_v_law`, a constant divided by D(k) converges because the limit of D(k) is nonzero. It remains to show that this quotient equals k σ_abs for k > 0, which is what `congr'` and `filter_upwards` ask for. The proof multiplies by D(k) and by one more factor k, which turns the claim into `breitWigner_absorption` with g = 2ck. `elastic_threshold` follows the same route with a factor k² and the elastic half of `total_and_elastic`.

Finally, `absorption_diverges` multiplies k σ_abs, which has a positive limit, by 1/k, which tends to infinity from the right of zero. For k > 0 the product is σ_abs.
